# Closed form for the Airy gas density from the orbital and its slope at one point

I compute the Airy gas density by numerical quadrature over a half-line, cut off at a finite distance. When I take differences of those values to get the derivatives for gradient corrections, the quadrature error carries over. The model is a gas of non-interacting electrons in a linear potential, a simple picture of an electronic surface. In scaled units, and up to a constant factor, its density at $z$ is the integral of $(x-z)f(x)^2$ over $x>z$, where $f$ solves $f''=xf$ and decays to the right. I have seen the claim that this integral equals

$$\tfrac23\left(z^2f(z)^2-z\,f'(z)^2-\tfrac12 f(z)f'(z)\right)$$

for every real $z$. Can this be made rigorous, including the convergence of the integral, and checked by machine? And does the density then obey an equation of its own, with the orbital eliminated?

## An elementary antiderivative settles the integral

Yes to both, for any real solution $f$ with $x^2f^2\to0$ and $xf'^2\to0$ as $x\to+\infty$.

The linear weight comes from the motion parallel to the surface. Put the chemical potential at zero. An orbital for the perpendicular motion with scaled energy $-\varepsilon$ is $f(z+\varepsilon)$, and the number of occupied parallel plane waves per unit area is proportional to $\varepsilon$. Integrating over $\varepsilon>0$, setting $x=z+\varepsilon$ and leaving out the constant factor gives

$$n(z)=\int_z^\infty (x-z)f(x)^2\,dx .$$

Write $g=f'$, so that $g'=xf$. The product rule gives

$$(xf^2-g^2)'=f^2+2xfg-2xfg=f^2,$$

$$(fg-xg^2+x^2f^2)'=(g^2+xf^2)-(g^2+2x^2fg)+(2xf^2+2x^2fg)=3xf^2 .$$

For fixed $z$, the function

$$P_z(x)=\tfrac13(fg-xg^2+x^2f^2)-z(xf^2-g^2)$$

therefore has derivative $(x-z)f(x)^2$.

It also vanishes at $+\infty$. Two of its terms do so by assumption. For $x\ge1$ the others are bounded by the same two quantities:

$$|fg|\le\tfrac12(f^2+g^2)\le x^2f^2+xg^2,\qquad xf^2\le x^2f^2,\qquad g^2\le xg^2 .$$

The integrand is nonnegative for $x>z$, and its integral from $z$ to $R$ is $P_z(R)-P_z(z)$, which has a finite limit as $R\to\infty$. The integral over the half-line therefore converges, with value

$$n(z)=-P_z(z)=\tfrac23z^2f^2-\tfrac23zg^2-\tfrac13fg ,$$

where the right-hand side is evaluated at $z$. This is the formula in the question.

## Eliminating the orbital

Differentiating the closed form gives

$$n'=\tfrac23\left(2zf^2+2z^2fg-g^2-2z^2fg-\tfrac12g^2-\tfrac12zf^2\right)=zf^2-g^2 .$$

Two more derivatives give $n''=f^2+2zfg-2zfg=f^2$ and $n'''=2fg$. Substituting $n'$ and $n'''$ into the closed form leaves

$$n=\tfrac23\,z\,n'-\tfrac16\,n''' .$$

Now drop the third derivative and look at $z<0$, the classically allowed side. If $n=\tfrac23zn'$, then

$$\frac{d}{dz}\left[n(-z)^{-3/2}\right]=n'(-z)^{-3/2}+\tfrac32n(-z)^{-5/2}=n'(-z)^{-3/2}-n'(-z)^{-3/2}=0 .$$

The bracket is constant, and its value at $z=-1$ is $n(-1)$, so $n(z)=n(-1)(-z)^{3/2}$. Conversely, this profile has $n'=\tfrac32n/z$, which gives the truncated equation back. The power $3/2$ is the Thomas-Fermi dependence of the density on the depth below the chemical potential.

Here is the complete Lean file.

```lean
import Mathlib

open MeasureTheory Set Filter Topology

namespace AiryGas

noncomputable section

/-- A real solution `f` of the Airy equation `f'' = x f`, with derivative `g`, for which
`x² f²` and `x g²` vanish at plus infinity. -/
structure AiryOrbital (f g : ℝ → ℝ) : Prop where
  slope : ∀ x, HasDerivAt f (g x) x
  airy : ∀ x, HasDerivAt g (x * f x) x
  decay : Tendsto (fun x => x ^ 2 * f x ^ 2) atTop (𝓝 0)
  decay_slope : Tendsto (fun x => x * g x ^ 2) atTop (𝓝 0)

/-- The Airy gas density at `z` in scaled units: the squared orbital integrated over `x > z`
with the linear weight `x - z`. -/
def airyDensity (f : ℝ → ℝ) (z : ℝ) : ℝ := ∫ x in Ioi z, (x - z) * f x ^ 2

/-- An expression in `f`, `g`, `z` and `x`. When `f` and `g` form an `AiryOrbital`, it is an
antiderivative in `x` of `(x - z) f(x)²`, as `hasDerivAt_primitive` shows. -/
def primitive (f g : ℝ → ℝ) (z x : ℝ) : ℝ :=
  1 / 3 * (f x * g x - x * g x ^ 2 + x ^ 2 * f x ^ 2) - z * (x * f x ^ 2 - g x ^ 2)

private theorem hasDerivAt_square {u : ℝ → ℝ} {u' x : ℝ} (h : HasDerivAt u u' x) :
    HasDerivAt (fun y => u y ^ 2) (2 * u x * u') x := by
  simpa using h.fun_pow 2

/-- The derivative of `primitive f g z` is the weighted orbital density `(x - z) f(x)²`. -/
theorem hasDerivAt_primitive {f g : ℝ → ℝ} (h : AiryOrbital f g) (z x : ℝ) :
    HasDerivAt (primitive f g z) ((x - z) * f x ^ 2) x := by
  have hf := h.slope x
  have hg := h.airy x
  have hx := hasDerivAt_id' x
  have hf2 := hasDerivAt_square hf
  have hg2 := hasDerivAt_square hg
  have hx2 := hasDerivAt_square hx
  have key := ((((hf.fun_mul hg).fun_sub (hx.fun_mul hg2)).fun_add
    (hx2.fun_mul hf2)).const_mul (1 / 3)).fun_sub
    (((hx.fun_mul hf2).fun_sub hg2).const_mul z)
  exact key.congr_deriv (by try dsimp only
                            ring)

/-- The antiderivative vanishes at plus infinity. -/
theorem tendsto_primitive {f g : ℝ → ℝ} (h : AiryOrbital f g) (z : ℝ) :
    Tendsto (primitive f g z) atTop (𝓝 0) := by
  -- for x ≥ 1 every remaining term is bounded by the two decaying quantities
  have hsum : Tendsto (fun x => x ^ 2 * f x ^ 2 + x * g x ^ 2) atTop (𝓝 0) := by
    simpa using h.decay.add h.decay_slope
  have hfg : Tendsto (fun x => f x * g x) atTop (𝓝 0) := by
    refine squeeze_zero_norm' ?_ hsum
    filter_upwards [eventually_ge_atTop (1 : ℝ)] with x hx
    have h1 : 0 ≤ (x ^ 2 - 1) * f x ^ 2 := mul_nonneg (by nlinarith) (sq_nonneg _)
    have h2 : 0 ≤ (x - 1) * g x ^ 2 := mul_nonneg (by linarith) (sq_nonneg _)
    rw [Real.norm_eq_abs, abs_le]
    constructor
    · nlinarith [sq_nonneg (f x + g x), sq_nonneg (f x), sq_nonneg (g x)]
    · nlinarith [sq_nonneg (f x - g x), sq_nonneg (f x), sq_nonneg (g x)]
  have hxf : Tendsto (fun x => x * f x ^ 2) atTop (𝓝 0) := by
    refine squeeze_zero' ?_ ?_ h.decay
    · filter_upwards [eventually_ge_atTop (1 : ℝ)] with x hx
      exact mul_nonneg (by linarith) (sq_nonneg _)
    · filter_upwards [eventually_ge_atTop (1 : ℝ)] with x hx
      exact mul_le_mul_of_nonneg_right (by nlinarith) (sq_nonneg _)
  have hg2 : Tendsto (fun x => g x ^ 2) atTop (𝓝 0) := by
    refine squeeze_zero' (Eventually.of_forall fun x => sq_nonneg _) ?_ h.decay_slope
    filter_upwards [eventually_ge_atTop (1 : ℝ)] with x hx
    nlinarith [mul_nonneg (sub_nonneg.2 hx) (sq_nonneg (g x))]
  have key := (((hfg.sub h.decay_slope).add h.decay).const_mul (1 / 3)).sub
    ((hxf.sub hg2).const_mul z)
  have e : (1 / 3 * (0 - 0 + 0) - z * (0 - 0) : ℝ) = 0 := by ring
  rw [e] at key
  exact key

/-- Airy gas density: the weighted orbital density is integrable on `x > z`, and its integral
is a closed expression in the orbital and its slope at `z`. -/
theorem airyDensity_closed_form {f g : ℝ → ℝ} (h : AiryOrbital f g) (z : ℝ) :
    IntegrableOn (fun x => (x - z) * f x ^ 2) (Ioi z) ∧
      airyDensity f z = 2 / 3 * (z ^ 2 * f z ^ 2 - z * g z ^ 2 - f z * g z / 2) := by
  have hd : ∀ x ∈ Ici z, HasDerivAt (primitive f g z) ((x - z) * f x ^ 2) x :=
    fun x _ => hasDerivAt_primitive h z x
  have hpos : ∀ x ∈ Ioi z, 0 ≤ (x - z) * f x ^ 2 :=
    fun x hx => mul_nonneg (sub_nonneg.2 (le_of_lt hx)) (sq_nonneg _)
  refine ⟨integrableOn_Ioi_deriv_of_nonneg' hd hpos (tendsto_primitive h z), ?_⟩
  have key := integral_Ioi_of_hasDerivAt_of_nonneg' hd hpos (tendsto_primitive h z)
  unfold airyDensity
  rw [key]
  unfold primitive
  ring

/-- The gradient of the Airy gas density is `z f² - f'²`. -/
theorem hasDerivAt_airyDensity {f g : ℝ → ℝ} (h : AiryOrbital f g) (z : ℝ) :
    HasDerivAt (airyDensity f) (z * f z ^ 2 - g z ^ 2) z := by
  have e : airyDensity f =
      fun z => 2 / 3 * (z ^ 2 * f z ^ 2 - z * g z ^ 2 - f z * g z / 2) :=
    funext fun z => (airyDensity_closed_form h z).2
  rw [e]
  have hf := h.slope z
  have hg := h.airy z
  have hx := hasDerivAt_id' z
  have key := ((((hasDerivAt_square hx).fun_mul (hasDerivAt_square hf)).fun_sub
    (hx.fun_mul (hasDerivAt_square hg))).fun_sub
    ((hf.fun_mul hg).div_const 2)).const_mul (2 / 3)
  exact key.congr_deriv (by try dsimp only
                            ring)

/-- The second derivative of the Airy gas density is the squared orbital at the same point. -/
theorem hasDerivAt_deriv_airyDensity {f g : ℝ → ℝ} (h : AiryOrbital f g) (z : ℝ) :
    HasDerivAt (deriv (airyDensity f)) (f z ^ 2) z := by
  have e : deriv (airyDensity f) = fun z => z * f z ^ 2 - g z ^ 2 :=
    funext fun z => (hasDerivAt_airyDensity h z).deriv
  rw [e]
  have key := ((hasDerivAt_id' z).fun_mul (hasDerivAt_square (h.slope z))).fun_sub
    (hasDerivAt_square (h.airy z))
  exact key.congr_deriv (by try dsimp only
                            ring)

/-- Exact gradient relation of the Airy gas: `n = (2/3) z n' - (1/6) n'''`. -/
theorem airyDensity_gradient_relation {f g : ℝ → ℝ} (h : AiryOrbital f g) (z : ℝ) :
    airyDensity f z = 2 / 3 * z * deriv (airyDensity f) z
      - 1 / 6 * deriv (deriv (deriv (airyDensity f))) z := by
  have e : deriv (deriv (airyDensity f)) = fun z => f z ^ 2 :=
    funext fun z => (hasDerivAt_deriv_airyDensity h z).deriv
  rw [e, (hasDerivAt_square (h.slope z)).deriv, (hasDerivAt_airyDensity h z).deriv,
    (airyDensity_closed_form h z).2]
  ring

private theorem hasDerivAt_neg_rpow (p : ℝ) {z : ℝ} (hz : z < 0) :
    HasDerivAt (fun y : ℝ => (-y) ^ p) (p * (-z) ^ p / z) z := by
  have hne : -z ≠ 0 := by linarith
  have key := (hasDerivAt_id' z).fun_neg.rpow_const (p := p) (Or.inl hne)
  refine key.congr_deriv ?_
  rw [Real.rpow_sub_one hne, div_neg]
  ring

/-- For `n` with derivative `n'` on `z < 0`, the gradient relation without its third-derivative term
holds for all `z < 0` if and only if `n z` is `n (-1)` times the Thomas-Fermi power `(-z)^(3/2)`
there. -/
theorem thomasFermi_profile_iff {n n' : ℝ → ℝ} (hn : ∀ z < 0, HasDerivAt n (n' z) z) :
    (∀ z < 0, n z = 2 / 3 * z * n' z) ↔
      ∀ z < 0, n z = n (-1) * (-z) ^ (3 / 2 : ℝ) := by
  constructor
  · intro h z hz
    -- the ratio of n to the Thomas-Fermi power has zero derivative
    have hq : ∀ y < 0, HasDerivAt (fun y => n y * (-y) ^ (-(3 / 2) : ℝ)) 0 y := by
      intro y hy
      refine ((hn y hy).fun_mul (hasDerivAt_neg_rpow (-(3 / 2)) hy)).congr_deriv ?_
      have hy0 : y ≠ 0 := hy.ne
      rw [h y hy]
      generalize (-y) ^ (-(3 / 2) : ℝ) = w
      field_simp
      ring
    have key : n z * (-z) ^ (-(3 / 2) : ℝ) = n (-1) * (-(-1)) ^ (-(3 / 2) : ℝ) :=
      isOpen_Iio.is_const_of_deriv_eq_zero (s := Iio (0 : ℝ))
        (f := fun y => n y * (-y) ^ (-(3 / 2) : ℝ)) isPreconnected_Iio
        (fun y hy => (hq y hy).differentiableAt.differentiableWithinAt)
        (fun y hy => (hq y hy).deriv) hz (by norm_num : (-1 : ℝ) ∈ Iio (0 : ℝ))
    have hw : 0 < (-z) ^ (3 / 2 : ℝ) := Real.rpow_pos_of_pos (by linarith) _
    rw [neg_neg, Real.one_rpow, mul_one, Real.rpow_neg (by linarith),
      ← div_eq_mul_inv, div_eq_iff hw.ne'] at key
    exact key
  · intro h z hz
    have e : n =ᶠ[𝓝 z] fun y => n (-1) * (-y) ^ (3 / 2 : ℝ) := by
      filter_upwards [Iio_mem_nhds hz] with y hy using h y hy
    have d := ((hasDerivAt_neg_rpow (3 / 2) hz).const_mul (n (-1))).congr_of_eventuallyEq e
    have hz0 : z ≠ 0 := hz.ne
    rw [(hn z hz).unique d, h z hz]
    generalize (-z) ^ (3 / 2 : ℝ) = w
    field_simp

end

end AiryGas
```

```lean
#print axioms AiryGas.airyDensity_closed_form
#print axioms AiryGas.airyDensity_gradient_relation
#print axioms AiryGas.thomasFermi_profile_iff
```

```
'AiryGas.airyDensity_closed_form' depends on axioms: [propext, Classical.choice, Quot.sound]
'AiryGas.airyDensity_gradient_relation' depends on axioms: [propext, Classical.choice, Quot.sound]
'AiryGas.thomasFermi_profile_iff' depends on axioms: [propext, Classical.choice, Quot.sound]
```

## What the Lean statements say about the gas

`AiryOrbital f g` collects the assumptions on two real functions. The field `slope` says that `g` is the derivative of `f` everywhere, and `airy` says that the derivative of `g` at `x` is `x * f x`. This fixes the conventions: lengths are scaled so that the Airy equation has no coefficients, the potential rises to the right, and the classical turning point at the chemical potential is the origin. The fields `decay` and `decay_slope` are the two limits at plus infinity. They stand for an orbital that dies out inside the barrier and exclude solutions that grow there.

`airyDensity f z` is the integral over `Ioi z`, the open half-line $x>z$. The theorem `airyDensity_closed_form` states, for every real `z`, that the integrand is integrable there and that the integral has the closed form. The first part matters because Lean assigns the value zero to the integral of a non-integrable function.

`airyDensity_gradient_relation` is the third-order equation, with `deriv` applied once and three times. It is linear in the density but contains the position $z$ explicitly, so it is a relation for this one potential and not a density functional for general systems.

`thomasFermi_profile_iff` concerns any function `n` that has derivative `n'` at every negative point. It says that the truncated equation holds on $z<0$ exactly when `n` is `n (-1)` times $(-z)^{3/2}$. The constant is left free, so the theorem identifies the shape of the Thomas-Fermi profile but neither its prefactor nor how closely the Airy gas density approaches it.

The normalisation of $f$ is not fixed either: multiplying $f$ by $c$ multiplies the density by $c^2$. The zero function meets all the conditions and gives zero density. The intended orbital is the Airy function $\mathrm{Ai}$, but the file assumes the decay and doesn't construct a nonzero example. The occupation argument behind the linear weight is likewise built into the definition and not derived from a many-electron Hamiltonian.

## How the proof follows the calculation

`primitive f g z` is $P_z$. In `hasDerivAt_primitive`, the product, sum and constant-multiple rules are combined in the order in which $P_z$ is written, and `ring` confirms that the resulting derivative collapses to $(x-z)f(x)^2$. The helper `hasDerivAt_square` supplies the derivative of a square.

`tendsto_primitive` handles the limit at infinity. For $x\ge1$ the absolute value of each remaining term is squeezed between zero and a decaying quantity. For the product $fg$, the squares $(f+g)^2$ and $(f-g)^2$ given to `nlinarith` are the source of $|fg|\le\tfrac12(f^2+g^2)$.

In `airyDensity_closed_form`, `hd` provides the antiderivative and `hpos` the nonnegative integrand. The Mathlib lemma `integrableOn_Ioi_deriv_of_nonneg'` turns these and the limit into integrability, and `integral_Ioi_of_hasDerivAt_of_nonneg'` gives the value $0-P_z(z)$. A final `ring` rearranges it.

The next two theorems replace the density, and then its derivative, by the explicit expressions already obtained, and differentiate those. No differentiation under the integral sign is needed. The gradient relation follows by substitution.

For the Thomas-Fermi equivalence, `hasDerivAt_neg_rpow` differentiates $(-z)^p$ at negative $z$. In the forward direction, `hq` shows that the ratio of `n` to $(-z)^{3/2}$ has zero derivative, and `is_const_of_deriv_eq_zero` makes it constant because the negative half-line is open and connected. In the reverse direction, `n` agrees with the power profile near each negative point, so uniqueness of the derivative determines `n'`.

## Evaluating the density in a program

For this non-interacting model, a program needs one call to a special-function routine that returns $\mathrm{Ai}(z)$ and $\mathrm{Ai}'(z)$. These two numbers give the density and its first three derivatives, with no energy grid and no cutoff. They are the density inputs for testing a gradient-corrected approximation on the Airy gas; the reference energy has to come from a separate calculation. For a potential $FX$ at position $X$ in atomic units, with $F>0$ and the chemical potential at zero, the length unit is $\ell=(2F)^{-1/3}$ and the scaled position is $z=X/\ell$. With two spin states, the physical density is $n(z)/(2\pi\ell^3)$ when $f=\mathrm{Ai}$, and each derivative with respect to $X$ brings a further factor $1/\ell$.

Far inside the barrier the three terms of the closed form nearly cancel, so relative accuracy is lost there in floating-point arithmetic. If the far tail matters, an asymptotic series or direct quadrature of the positive integrand is safer.

## Stating it for the Airy function itself

The theorem could also have been stated for $\mathrm{Ai}$ alone, defined by its power series or its integral representation. The normalisation would then be fixed, and the result would describe one definite density. The differential equation and both decay limits would become lemmas to prove. The version here leaves that work to whoever supplies the orbital. The solutions that meet its conditions are the constant multiples of $\mathrm{Ai}$, so only the normalisation stays open.
